# No exponential decay at the earliest times for a state of a finite-dimensional closed quantum system

Take two levels with energies $0$ and $2$ (units with $\hbar=1$) and start in their equal superposition. The probability of finding the initial state again at time $t$ is $\cos^2 t = 1 - t^2 + \dots$, so the loss starts quadratically, whereas $e^{-\Gamma t}$ starts linearly. I believe that the same happens for every Hermitian matrix $H$ and unit vector $\psi$, with the energy variance setting the curvature, and that frequent checks therefore freeze the state. Can this be made rigorous, with explicit bounds, and checked by machine?

## The survival probability as a sum of cosines

Yes, for a time-independent $H$ in finite dimension (if $\psi$ is an eigenvector of $H$, the variance is zero and there is no loss at all). Write $H = U\,\mathrm{diag}(E_k)\,U^\dagger$ and $p_k = |(U^\dagger\psi)_k|^2$, so that $p_k\ge 0$ and $\sum_k p_k = 1$. Then

$$\langle\psi, e^{-iHt}\psi\rangle = \sum_k p_k e^{-iE_kt},\qquad
P(t) = \Big|\sum_k p_k e^{-iE_kt}\Big|^2 = \sum_{j,k} p_jp_k\cos((E_j-E_k)t).$$

Hence $P$ is even, and $P(t)\le\sum_{j,k}p_jp_k=1$. Let $V=\langle H^2\rangle-\langle H\rangle^2$. Expanding the square gives

$$\sum_{j,k}p_jp_k(E_j-E_k)^2 = 2\sum_k p_kE_k^2 - 2\Big(\sum_k p_kE_k\Big)^2 = 2V,$$

and $\cos x\ge 1-x^2/2$ then yields $P(t)\ge 1-Vt^2$. Differentiating the sum,

$$P'(t)=-\sum_{j,k}p_jp_k(E_j-E_k)\sin((E_j-E_k)t),$$

so $P'(0)=0$, and one more derivative gives $P''(0)=-\sum_{j,k}p_jp_k(E_j-E_k)^2=-2V$.

## Comparison with a decay law, and repeated checks

Let $\Gamma>0$ and $t>0$. Since $e^{\Gamma t}\ge 1+\Gamma t$, we have $e^{-\Gamma t}\le 1/(1+\Gamma t)$. This lies strictly below $1-Vt^2$ when $(1+\Gamma t)(1-Vt^2)>1$, that is, when $Vt(1+\Gamma t)<\Gamma$, which is true for all small enough $t$. There $P(t)>e^{-\Gamma t}$.

For $N$ projective checks at spacing $\tau$, each leaving the system in $\psi$ if it is passed, the probability of passing them all is $P(\tau)^N$. Bernoulli's inequality gives

$$P(\tau)^N\ge 1+N(P(\tau)-1)\ge 1-NV\tau^2.$$

With $\tau=t/N$ the lower bound is $1-Vt^2/N$, so $P(t/N)^N\to1$: the quantum Zeno effect.

In the two-level example $V=1$. At $t=0.1$, $P=\cos^2 0.1\approx0.99003$, just above the bound $0.99$, while $e^{-t}\approx0.905$. Ten checks up to $t=1$ leave $P(0.1)^{10}\approx0.905$ (bound $0.9$); without them, $P(1)\approx0.292$.

## What the Lean statements say

A state is a function `ψ : n → ℂ` on a finite index type, and `star ψ ⬝ᵥ ψ = 1` makes it a unit vector. `expval` is $\langle\psi,A\psi\rangle$, `energyVariance` is $V$, and `survival` is $P$, built from the true matrix exponential. "For all sufficiently small positive times" is `∀ᶠ t in 𝓝[>] (0 : ℝ)`. `not_exponential_decay` therefore rules out agreement with $e^{-\Gamma t}$ on any interval just after zero; it leaves later times open.

The measurements themselves are not modelled: `quantum_zeno` concerns the power $P(t/N)^N$, and the projection rule supplies its meaning. Infinite-dimensional systems, where $V$ may be infinite, are not covered.

For simulations of a closed system with time-independent $H$ in a finite basis, the result means that a decay law $e^{-\Gamma t}$ with $\Gamma>0$ for the survival of a pure state cannot be exact from $t=0$.

```lean
import Mathlib

open Matrix Filter Topology

namespace ShortTimeSurvival

noncomputable section

variable {n : Type*} [Fintype n] [DecidableEq n]

/-- The expectation value `⟨ψ, A ψ⟩` of a matrix `A` in the state `ψ`. -/
def expval (A : Matrix n n ℂ) (ψ : n → ℂ) : ℂ := star ψ ⬝ᵥ (A *ᵥ ψ)

/-- The energy variance `⟨H²⟩ - ⟨H⟩²` in the state `ψ`. -/
def energyVariance (H : Matrix n n ℂ) (ψ : n → ℂ) : ℝ :=
  (expval (H * H) ψ).re - (expval H ψ).re ^ 2

/-- The survival probability `|⟨ψ, exp(-iHt) ψ⟩|²` at time `t`. -/
def survival (H : Matrix n n ℂ) (ψ : n → ℂ) (t : ℝ) : ℝ :=
  ‖expval (NormedSpace.exp ((-(Complex.I * (t : ℂ))) • H)) ψ‖ ^ 2

/-- The expectation value of `U D U†`, with `D` diagonal, is the sum of the diagonal entries
of `D` weighted by the squared moduli of the components of `U† ψ`. -/
theorem expval_diagonalised (U : Matrix n n ℂ) (d ψ : n → ℂ) :
    expval (U * diagonal d * Uᴴ) ψ =
      ∑ k, (Complex.normSq ((Uᴴ *ᵥ ψ) k) : ℂ) * d k := by
  have h : star ψ ᵥ* U = star (Uᴴ *ᵥ ψ) := by
    rw [Matrix.star_mulVec, conjTranspose_conjTranspose]
  rw [expval, ← Matrix.mulVec_mulVec, ← Matrix.mulVec_mulVec, Matrix.dotProduct_mulVec, h]
  simp only [dotProduct, Matrix.mulVec_diagonal, Pi.star_apply]
  refine Finset.sum_congr rfl fun k _ => ?_
  rw [← Complex.mul_conj, ← starRingEnd_apply]
  ring

/-- For Hermitian `H` there are real numbers `E k` and nonnegative weights `p k`, the weights
summing to the squared norm of `ψ`, such that the energy variance is `∑ p E² - (∑ p E)²` and the
survival probability at time `t` is the sum of `p j * p k * cos ((E j - E k) t)` over all `j, k`. -/
theorem exists_energy_distribution {H : Matrix n n ℂ} (hH : H.IsHermitian) (ψ : n → ℂ) :
    ∃ E p : n → ℝ, (∀ k, 0 ≤ p k) ∧ ∑ k, p k = (star ψ ⬝ᵥ ψ).re ∧
      energyVariance H ψ = ∑ k, p k * E k ^ 2 - (∑ k, p k * E k) ^ 2 ∧
      ∀ t, survival H ψ t = ∑ j, ∑ k, p j * p k * Real.cos ((E j - E k) * t) := by
  obtain ⟨U, E, hU, hHU⟩ : ∃ (U : Matrix n n ℂ) (E : n → ℝ),
      U * Uᴴ = 1 ∧ H = U * diagonal (fun k => (E k : ℂ)) * Uᴴ := by
    refine ⟨hH.eigenvectorUnitary, hH.eigenvalues, ?_, ?_⟩
    · exact Matrix.mem_unitaryGroup_iff.mp hH.eigenvectorUnitary.2
    · have h := hH.spectral_theorem
      rw [Unitary.conjStarAlgAut_apply] at h
      exact h
  have hU' : Uᴴ * U = 1 := mul_eq_one_comm.mp hU
  have hinv : U⁻¹ = Uᴴ := Matrix.inv_eq_right_inv hU
  refine ⟨E, fun k => Complex.normSq ((Uᴴ *ᵥ ψ) k), fun k => Complex.normSq_nonneg _,
    ?_, ?_, fun t => ?_⟩
  · have h := expval_diagonalised U (fun _ => 1) ψ
    simp only [expval, Matrix.diagonal_one, mul_one, hU, Matrix.one_mulVec] at h
    rw [h, ← Complex.ofReal_sum, Complex.ofReal_re]
  · have hsq : H * H = U * diagonal (fun k => (E k : ℂ) * (E k : ℂ)) * Uᴴ := by
      rw [← Matrix.diagonal_mul_diagonal, hHU]
      calc _ = U * diagonal (fun k => (E k : ℂ)) * (Uᴴ * U)
            * diagonal (fun k => (E k : ℂ)) * Uᴴ := by simp only [mul_assoc]
        _ = _ := by rw [hU', mul_one]; simp only [mul_assoc]
    rw [energyVariance, hsq, expval_diagonalised, hHU, expval_diagonalised]
    simp only [← Complex.ofReal_mul, ← Complex.ofReal_sum, Complex.ofReal_re, pow_two]
  · -- the exponent `-iHt`, and hence the propagator, is diagonal in the energy basis
    have hs : (-(Complex.I * (t : ℂ))) • H =
        U * diagonal (fun k => ((-(E k * t) : ℝ) : ℂ) * Complex.I) * U⁻¹ := by
      rw [hinv, hHU, ← smul_mul_assoc, ← mul_smul_comm, ← Matrix.diagonal_smul]
      congr 3
      funext k
      simp only [Pi.smul_apply, smul_eq_mul]
      push_cast
      ring
    have hunit : IsUnit U := ⟨⟨U, Uᴴ, hU, hU'⟩, rfl⟩
    rw [survival, hs, Matrix.exp_conj _ _ hunit, Matrix.exp_diagonal, hinv,
      expval_diagonalised, Pi.exp_def, ← Complex.exp_eq_exp_ℂ,
      ← Complex.normSq_eq_norm_sq, Complex.normSq_apply, Complex.re_sum, Complex.im_sum]
    simp only [Complex.re_ofReal_mul, Complex.im_ofReal_mul, Complex.exp_ofReal_mul_I_re,
      Complex.exp_ofReal_mul_I_im, Real.cos_neg, Real.sin_neg]
    rw [Finset.sum_mul_sum, Finset.sum_mul_sum, ← Finset.sum_add_distrib]
    refine Finset.sum_congr rfl fun j _ => ?_
    rw [← Finset.sum_add_distrib]
    refine Finset.sum_congr rfl fun k _ => ?_
    rw [sub_mul, Real.cos_sub]
    ring

omit [DecidableEq n] in
/-- For weights of total one, the weighted sum of squared energy differences over all ordered pairs
is twice the variance of the energies. -/
theorem sum_sq_gaps (E p : n → ℝ) (hp : ∑ k, p k = 1) :
    ∑ j, ∑ k, p j * p k * (E j - E k) ^ 2 =
      2 * (∑ k, p k * E k ^ 2 - (∑ k, p k * E k) ^ 2) := by
  have h : ∀ j k, p j * p k * (E j - E k) ^ 2 =
      (p j * E j ^ 2) * p k + p j * (p k * E k ^ 2) - 2 * ((p j * E j) * (p k * E k)) :=
    fun j k => by ring
  simp only [h, Finset.sum_add_distrib, Finset.sum_sub_distrib, ← Finset.mul_sum,
    ← Finset.sum_mul, hp]
  ring

/-- For Hermitian `H`, the survival probability is an even function of time. -/
theorem survival_even {H : Matrix n n ℂ} (hH : H.IsHermitian) (ψ : n → ℂ) (t : ℝ) :
    survival H ψ (-t) = survival H ψ t := by
  obtain ⟨E, p, -, -, -, hP⟩ := exists_energy_distribution hH ψ
  simp only [hP, mul_neg, Real.cos_neg]

/-- For Hermitian `H`, the survival probability of a unit vector lies between `1 - Var(H) t²` and
`1`. -/
theorem survival_bounds {H : Matrix n n ℂ} (hH : H.IsHermitian) {ψ : n → ℂ}
    (hψ : star ψ ⬝ᵥ ψ = 1) (t : ℝ) :
    1 - energyVariance H ψ * t ^ 2 ≤ survival H ψ t ∧ survival H ψ t ≤ 1 := by
  obtain ⟨E, p, h0, hp, hV, hP⟩ := exists_energy_distribution hH ψ
  rw [hψ, Complex.one_re] at hp
  have h1 : ∑ j, ∑ k, p j * p k = 1 := by
    simp only [← Finset.mul_sum, hp, mul_one]
  rw [hP]
  constructor
  · -- bound each cosine below by its quadratic approximation
    calc 1 - energyVariance H ψ * t ^ 2
        = ∑ j, ∑ k, (p j * p k - t ^ 2 / 2 * (p j * p k * (E j - E k) ^ 2)) := by
          simp only [Finset.sum_sub_distrib]
          rw [h1]
          simp only [← Finset.mul_sum (a := t ^ 2 / 2)]
          rw [sum_sq_gaps E p hp, hV]
          ring
      _ ≤ _ := by
          refine Finset.sum_le_sum fun j _ => Finset.sum_le_sum fun k _ => ?_
          have hc := mul_le_mul_of_nonneg_left
            (Real.one_sub_sq_div_two_le_cos (x := (E j - E k) * t)) (mul_nonneg (h0 j) (h0 k))
          linarith
  · rw [← h1]
    exact Finset.sum_le_sum fun j _ => Finset.sum_le_sum fun k _ =>
      mul_le_of_le_one_right (mul_nonneg (h0 j) (h0 k)) (Real.cos_le_one _)

/-- For Hermitian `H` and a unit vector, the survival probability has first derivative zero and
second derivative `-2 Var(H)` at time zero. -/
theorem survival_derivatives {H : Matrix n n ℂ} (hH : H.IsHermitian) {ψ : n → ℂ}
    (hψ : star ψ ⬝ᵥ ψ = 1) :
    HasDerivAt (survival H ψ) 0 0 ∧
      HasDerivAt (deriv (survival H ψ)) (-2 * energyVariance H ψ) 0 := by
  obtain ⟨E, p, -, hp, hV, hP⟩ := exists_energy_distribution hH ψ
  rw [hψ, Complex.one_re] at hp
  have hlin : ∀ w t : ℝ, HasDerivAt (fun s => w * s) w t := fun w t => by
    simpa using (hasDerivAt_id' t).const_mul w
  have hd : ∀ t, HasDerivAt (survival H ψ)
      (∑ j, ∑ k, p j * p k * (-Real.sin ((E j - E k) * t) * (E j - E k))) t := fun t => by
    rw [funext hP]
    exact HasDerivAt.fun_sum fun j _ => HasDerivAt.fun_sum fun k _ =>
      (hlin (E j - E k) t).cos.const_mul (p j * p k)
  refine ⟨(hd 0).congr_deriv (by simp), ?_⟩
  rw [funext fun t => (hd t).deriv]
  have h2 := HasDerivAt.fun_sum (u := Finset.univ) fun j _ =>
    HasDerivAt.fun_sum (u := Finset.univ) fun k _ =>
      ((hlin (E j - E k) 0).sin.fun_neg.mul_const (E j - E k)).const_mul (p j * p k)
  refine h2.congr_deriv ?_
  rw [hV, neg_mul, ← sum_sq_gaps E p hp]
  simp only [← Finset.sum_neg_distrib, mul_zero, Real.cos_zero, one_mul]
  exact Finset.sum_congr rfl fun j _ => Finset.sum_congr rfl fun k _ => by ring

/-- For Hermitian `H` and every rate `Γ > 0`, the survival probability of a unit vector is strictly
larger than `exp(-Γt)` at all sufficiently small positive times. -/
theorem exp_lt_survival {H : Matrix n n ℂ} (hH : H.IsHermitian) {ψ : n → ℂ}
    (hψ : star ψ ⬝ᵥ ψ = 1) {Γ : ℝ} (hΓ : 0 < Γ) :
    ∀ᶠ t in 𝓝[>] (0 : ℝ), Real.exp (-(Γ * t)) < survival H ψ t := by
  set V := energyVariance H ψ with hVdef
  have hc : Continuous fun t : ℝ => V * t * (1 + Γ * t) := by fun_prop
  have hsmall : ∀ᶠ t in 𝓝 (0 : ℝ), V * t * (1 + Γ * t) < Γ :=
    hc.continuousAt.eventually_lt continuousAt_const (by simpa using hΓ)
  filter_upwards [hsmall.filter_mono nhdsWithin_le_nhds, self_mem_nhdsWithin] with t ht hpos
  have ht0 : 0 < t := hpos
  have hx : 0 < 1 + Γ * t := by positivity
  -- exp(-x) ≤ 1 / (1 + x), written without division
  have he : (1 + Γ * t) * Real.exp (-(Γ * t)) ≤ 1 := by
    calc (1 + Γ * t) * Real.exp (-(Γ * t))
        ≤ Real.exp (Γ * t) * Real.exp (-(Γ * t)) := by
          gcongr
          linarith [Real.add_one_le_exp (Γ * t)]
      _ = 1 := by rw [← Real.exp_add, add_neg_cancel, Real.exp_zero]
  have hq : 1 < (1 + Γ * t) * (1 - V * t ^ 2) := by
    have := mul_lt_mul_of_pos_right ht ht0
    linarith
  exact (lt_of_mul_lt_mul_left (he.trans_lt hq) hx.le).trans_le (survival_bounds hH hψ t).1

/-- For Hermitian `H`, the survival probability of a unit vector does not coincide with an
exponential decay law `exp(-Γt)`, `Γ > 0`, on any interval of times just after zero. -/
theorem not_exponential_decay {H : Matrix n n ℂ} (hH : H.IsHermitian) {ψ : n → ℂ}
    (hψ : star ψ ⬝ᵥ ψ = 1) {Γ : ℝ} (hΓ : 0 < Γ) :
    ¬ ∀ᶠ t in 𝓝[>] (0 : ℝ), survival H ψ t = Real.exp (-(Γ * t)) := by
  intro h
  obtain ⟨t, h1, h2⟩ := (h.and (exp_lt_survival hH hψ hΓ)).exists
  exact h2.ne' h1

/-- For Hermitian `H` and a unit vector, the `N`-th power of the survival probability over a time
`τ` is at least `1 - N Var(H) τ²`. -/
theorem repeated_survival_bound {H : Matrix n n ℂ} (hH : H.IsHermitian) {ψ : n → ℂ}
    (hψ : star ψ ⬝ᵥ ψ = 1) (τ : ℝ) (N : ℕ) :
    1 - N * (energyVariance H ψ * τ ^ 2) ≤ survival H ψ τ ^ N := by
  have h0 : 0 ≤ survival H ψ τ := sq_nonneg _
  have hb := one_add_mul_le_pow (a := survival H ψ τ - 1) (by linarith) N
  rw [add_sub_cancel] at hb
  have hm := mul_le_mul_of_nonneg_left (survival_bounds hH hψ τ).1 (Nat.cast_nonneg (α := ℝ) N)
  linarith

/-- For Hermitian `H`, a unit vector and a fixed time `t`, the `N`-th power of the survival
probability over the time `t / N` tends to one as `N` grows. -/
theorem quantum_zeno {H : Matrix n n ℂ} (hH : H.IsHermitian) {ψ : n → ℂ}
    (hψ : star ψ ⬝ᵥ ψ = 1) (t : ℝ) :
    Tendsto (fun N : ℕ => survival H ψ (t / N) ^ N) atTop (𝓝 1) := by
  have hl : Tendsto (fun N : ℕ => 1 - energyVariance H ψ * t ^ 2 / (N : ℝ)) atTop (𝓝 1) := by
    simpa using (tendsto_const_div_atTop_nhds_zero_nat
      (energyVariance H ψ * t ^ 2)).const_sub 1
  refine tendsto_of_tendsto_of_tendsto_of_le_of_le' hl tendsto_const_nhds ?_ ?_
  · filter_upwards [eventually_gt_atTop 0] with N hN
    have hN' : (N : ℝ) ≠ 0 := Nat.cast_ne_zero.mpr hN.ne'
    have he : (N : ℝ) * (energyVariance H ψ * (t / N) ^ 2) =
        energyVariance H ψ * t ^ 2 / N := by field_simp
    rw [← he]
    exact repeated_survival_bound hH hψ (t / N) N
  · exact Eventually.of_forall fun N =>
      pow_le_one₀ (sq_nonneg _) (survival_bounds hH hψ (t / N)).2

end

end ShortTimeSurvival
```

```lean
#print axioms ShortTimeSurvival.survival_even
#print axioms ShortTimeSurvival.survival_derivatives
#print axioms ShortTimeSurvival.not_exponential_decay
#print axioms ShortTimeSurvival.quantum_zeno
```

```
'ShortTimeSurvival.survival_even' depends on axioms: [propext, Classical.choice, Quot.sound]
'ShortTimeSurvival.survival_derivatives' depends on axioms: [propext, Classical.choice, Quot.sound]
'ShortTimeSurvival.not_exponential_decay' depends on axioms: [propext, Classical.choice, Quot.sound]
'ShortTimeSurvival.quantum_zeno' depends on axioms: [propext, Classical.choice, Quot.sound]
```

## How the proof follows the calculation

`expval_diagonalised` moves $U^\dagger$ onto $\psi$ and produces the weights. `exists_energy_distribution` applies the spectral theorem, exponentiates the diagonal matrix with `Matrix.exp_conj` and `Matrix.exp_diagonal`, and adds the squared real and imaginary parts; `Real.cos_sub` turns them into the cosine sum. `sum_sq_gaps` is the variance identity.

`survival_even` reads off the symmetry, and `survival_bounds` bounds each cosine, using $p_jp_k\ge0$. `survival_derivatives` differentiates the sum at every $t$, then differentiates the result at zero.

`exp_lt_survival` obtains $Vt(1+\Gamma t)<\Gamma$ from continuity and compares both sides after multiplying by $1+\Gamma t$. `not_exponential_decay` then picks a time at which equality and strict inequality would both hold. `repeated_survival_bound` is Bernoulli's inequality (`one_add_mul_le_pow`), and `quantum_zeno` squeezes the power between $1-Vt^2/N$ and $1$.
